# Even antiferromagnetic Ising rings have no partition-function zeros at imaginary field

An Ising ring with an even, positive number $n$ of spins and real coupling $K<0$ has zeros of its partition function in the complex field $h$, and every one of them satisfies $\operatorname{Re}h\neq0$ and $\cos(\operatorname{Im}h)=0$. In the variable $e^{2h}$ the zeros therefore lie on the negative real axis, off the unit circle.

## Ring and transfer matrix

For spins $s_i=\pm1$ with $s_{n+1}=s_1$, the Boltzmann weight is $\exp\big(K\sum_i s_is_{i+1}+h\sum_i s_i\big)$, with $K$ and $h$ in units of temperature. Summing over spins gives $Z_n=\operatorname{tr}T^n$, where

$$T=\begin{pmatrix}e^{K+h}&e^{-K}\\e^{-K}&e^{K-h}\end{pmatrix}.$$

For ferromagnets, the Lee-Yang theorem places the zeros on $|e^{2h}|=1$, that is, at $\operatorname{Re}h=0$. That theorem is background here; the result concerns the opposite sign of $K$. If a numerical search on an even ring with $K<0$ reports a zero at purely imaginary field, that zero is an artefact, for instance of rounding.

## What the theorem says

In `lee_yang_circle_fails`, `K : ℝ` is the coupling, `h : ℂ` the field and `ringZ K h n` the trace $Z_n$, taken as the definition of the partition function. The hypotheses are `K < 0`, `n ≠ 0` and `Even n`. The conclusion joins existence of a zero to the two conditions on every zero. At $n=2$ the trace counts the bond between the two spins twice. Larger dimensions and the limit $n\to\infty$ are not treated.

## Locating the zeros

Let $a,b$ be the eigenvalues of $T$. Then

$$a+b=2e^K\cosh h,\qquad ab=D:=e^{2K}-e^{-2K}<0.$$

By Cayley-Hamilton, $T^2=(a+b)T-ab\,I$. Hence $\operatorname{tr}T^n$ obeys the same two-step recurrence as $a^n+b^n$, with the same initial values $2$ and $a+b$, so $Z_n=a^n+b^n$.

If $Z_n=0$, then $|a|^n=|b|^n$, so $|a|=|b|$ and $|a|^2=|ab|=-D$. Thus $b=D/a=D\bar a/|a|^2=-\bar a$, and $a+b$ is purely imaginary. Writing $h=x+iy$,

$$0=\operatorname{Re}(a+b)=2e^K\cosh x\cos y,$$

so $\cos y=0$. If also $x=0$, then $\cosh h=\cos y=0$ and $b=-a$. For even $n$ this gives $2a^n=0$, hence $a=0$, contradicting $ab=D\neq0$.

For existence, choose $w$ with $w^n=-1$, then $a$ with $a^2=D/w$, and set $b=wa$. Then $ab=D$ and $a^n+b^n=a^n(1+w^n)=0$. Since $D$ does not depend on $h$, it remains to solve $2e^K\cosh h=a+b$, which is possible because $\cosh$ takes every complex value.

## Two spins, with numbers

For $n=2$, $Z_2=(a+b)^2-2ab=4e^{2K}\cosh^2h-2D$. When $\cos y=0$, $\cosh^2h=-\sinh^2x$, and

$$Z_2=2e^{-2K}-2e^{2K}\cosh 2x.$$

The zeros are thus given by $\cos y=0$ and $\cosh2x=e^{-4K}$. Take $K=-\tfrac14\ln2$: then $\cosh2x=2$, so $x=\pm\tfrac12\ln(2+\sqrt3)\approx\pm0.658$. With $y=\pi/2$, $e^{2h}=-(2\pm\sqrt3)$.

## An odd ring has a zero on the circle

Without evenness the conclusion fails already at $n=1$: $Z_1=2e^K\cosh h$ vanishes at $h=i\pi/2$. The same field is a zero for every odd $n$, since $b=-a$ makes the odd powers cancel.

## The Lean file

```lean
import Mathlib

namespace AntiferromagneticLeeYang

noncomputable section

/-- Transfer matrix of the Ising chain with real coupling `K` and complex field `h`,
both in units of the temperature. -/
def transferMatrix (K : ℝ) (h : ℂ) : Matrix (Fin 2) (Fin 2) ℂ :=
  !![Complex.exp (K + h), Complex.exp (-K); Complex.exp (-K), Complex.exp (K - h)]

/-- Partition function of the Ising ring of `n` spins, as the trace of the `n`-th power of the
transfer matrix. -/
def ringZ (K : ℝ) (h : ℂ) (n : ℕ) : ℂ := (transferMatrix K h ^ n).trace

/-- If `a` and `b` have the trace of a 2 by 2 matrix as sum and its determinant as product,
the trace of the `n`-th power is `a ^ n + b ^ n`. -/
theorem trace_pow_eq (M : Matrix (Fin 2) (Fin 2) ℂ) (a b : ℂ)
    (hs : a + b = M.trace) (hp : a * b = M.det) (n : ℕ) :
    (M ^ n).trace = a ^ n + b ^ n := by
  -- Cayley-Hamilton in dimension two
  have ch : M * M = (a + b) • M - (a * b) • (1 : Matrix (Fin 2) (Fin 2) ℂ) := by
    rw [hs, hp]
    ext i j
    fin_cases i <;> fin_cases j <;>
      simp [Matrix.mul_apply, Fin.sum_univ_two, Matrix.trace_fin_two, Matrix.det_fin_two] <;>
      ring
  have both : (M ^ n).trace = a ^ n + b ^ n ∧
      (M ^ (n + 1)).trace = a ^ (n + 1) + b ^ (n + 1) := by
    induction n with
    | zero =>
      constructor
      · rw [pow_zero, pow_zero, pow_zero, Matrix.trace_fin_two]
        simp
      · simp [hs]
    | succ n ih =>
      refine ⟨ih.2, ?_⟩
      have step : M ^ (n + 1 + 1) = (a + b) • M ^ (n + 1) - (a * b) • M ^ n := by
        rw [pow_succ, pow_succ, mul_assoc, ch, mul_sub, mul_smul_comm, mul_smul_comm, mul_one]
      rw [step, Matrix.trace_sub, Matrix.trace_smul, Matrix.trace_smul, ih.1, ih.2,
        smul_eq_mul, smul_eq_mul]
      ring
  exact both.1

/-- The trace of the transfer matrix is `2 exp(K) cosh(h)`. -/
theorem trace_transferMatrix (K : ℝ) (h : ℂ) :
    (transferMatrix K h).trace = ((2 * Real.exp K : ℝ) : ℂ) * Complex.cosh h := by
  have e1 : Complex.exp (K + h) = Complex.exp K * Complex.exp h := Complex.exp_add _ _
  have e2 : Complex.exp (K - h) = Complex.exp K * Complex.exp (-h) := by
    rw [sub_eq_add_neg, Complex.exp_add]
  rw [transferMatrix, Matrix.trace_fin_two_of, e1, e2, Complex.cosh]
  push_cast
  ring

/-- The determinant of the transfer matrix is `exp(2K) - exp(-2K)`, whatever the field. -/
theorem det_transferMatrix (K : ℝ) (h : ℂ) :
    (transferMatrix K h).det = ((Real.exp (2 * K) - Real.exp (-(2 * K)) : ℝ) : ℂ) := by
  have e1 : Complex.exp (K + h) * Complex.exp (K - h) = Complex.exp (2 * K) := by
    rw [← Complex.exp_add]; congr 1; ring
  have e2 : Complex.exp (-K) * Complex.exp (-K) = Complex.exp (-(2 * K)) := by
    rw [← Complex.exp_add]; congr 1; ring
  rw [transferMatrix, Matrix.det_fin_two_of]
  push_cast
  linear_combination e1 - e2

lemma cosh_cartesian (h : ℂ) :
    Complex.cosh h = ((Real.cosh h.re * Real.cos h.im : ℝ) : ℂ)
      + ((Real.sinh h.re * Real.sin h.im : ℝ) : ℂ) * Complex.I := by
  conv_lhs => rw [← Complex.re_add_im h]
  rw [Complex.cosh_add, Complex.cosh_mul_I, Complex.sinh_mul_I]
  push_cast
  ring

lemma exists_roots (s d : ℂ) : ∃ a b : ℂ, a + b = s ∧ a * b = d := by
  obtain ⟨z, hz⟩ := IsAlgClosed.exists_pow_nat_eq (s ^ 2 - 4 * d) (n := 2) (by norm_num)
  exact ⟨(s + z) / 2, (s - z) / 2, by ring, by linear_combination (-1 / 4 : ℂ) * hz⟩

lemma det_neg {K : ℝ} (hK : K < 0) : Real.exp (2 * K) - Real.exp (-(2 * K)) < 0 :=
  sub_neg.mpr (Real.exp_lt_exp.mpr (by linarith))

/-- Two complex numbers with negative real product and `a ^ n + b ^ n = 0` have a purely
imaginary sum. -/
theorem re_add_eq_zero {a b : ℂ} {D : ℝ} {n : ℕ} (hD : D < 0) (hn : n ≠ 0)
    (hp : a * b = (D : ℂ)) (hz : a ^ n + b ^ n = 0) : (a + b).re = 0 := by
  -- the two numbers have equal modulus
  have hnorm : ‖a‖ = ‖b‖ := by
    have h1 : ‖a‖ ^ n = ‖b‖ ^ n := by
      rw [← norm_pow, ← norm_pow, eq_neg_of_add_eq_zero_left hz, norm_neg]
    exact (pow_left_inj₀ (norm_nonneg a) (norm_nonneg b) hn).mp h1
  have hN : a.re * a.re + a.im * a.im = b.re * b.re + b.im * b.im := by
    rw [← Complex.normSq_apply, ← Complex.normSq_apply, Complex.normSq_eq_norm_sq,
      Complex.normSq_eq_norm_sq, hnorm]
  have hr : a.re * b.re - a.im * b.im = D := by
    rw [← Complex.mul_re, hp, Complex.ofReal_re]
  have hi : a.re * b.im + a.im * b.re = 0 := by
    rw [← Complex.mul_im, hp, Complex.ofReal_im]
  -- the common squared modulus is -D
  have hfac : (a.re * a.re + a.im * a.im - D) * (a.re * a.re + a.im * a.im + D) = 0 := by
    linear_combination (a.re * a.re + a.im * a.im) * hN
      + (a.re * b.re - a.im * b.im + D) * hr + (a.re * b.im + a.im * b.re) * hi
  have hpos : a.re * a.re + a.im * a.im - D ≠ 0 := by
    have h1 := mul_self_nonneg a.re
    have h2 := mul_self_nonneg a.im
    linarith
  have hND := (mul_eq_zero.mp hfac).resolve_left hpos
  have hfin : D * (a.re + b.re) = 0 := by
    linear_combination b.re * hND - a.re * hr - a.im * hi
  rw [Complex.add_re]
  exact (mul_eq_zero.mp hfin).resolve_left hD.ne

/-- A ring of any positive number of spins has a complex field at which its partition function
vanishes. -/
theorem exists_zero (K : ℝ) {n : ℕ} (hn : n ≠ 0) : ∃ h : ℂ, ringZ K h n = 0 := by
  obtain ⟨w, hw⟩ := IsAlgClosed.exists_pow_nat_eq (-1 : ℂ) (Nat.pos_of_ne_zero hn)
  have hw0 : w ≠ 0 := by
    rintro rfl
    rw [zero_pow hn] at hw
    norm_num at hw
  obtain ⟨a, ha⟩ := IsAlgClosed.exists_pow_nat_eq
    (((Real.exp (2 * K) - Real.exp (-(2 * K)) : ℝ) : ℂ) / w) (n := 2) (by norm_num)
  have hE : ((2 * Real.exp K : ℝ) : ℂ) ≠ 0 :=
    Complex.ofReal_ne_zero.mpr (by positivity)
  -- choose the field so that the eigenvalues are a and w a
  obtain ⟨u, hu⟩ := Complex.cos_surjective ((a + w * a) / ((2 * Real.exp K : ℝ) : ℂ))
  refine ⟨u * Complex.I, ?_⟩
  have hs : a + w * a = (transferMatrix K (u * Complex.I)).trace := by
    have h1 := (eq_div_iff hE).mp hu
    rw [trace_transferMatrix, Complex.cosh_mul_I]
    linear_combination -h1
  have hp : a * (w * a) = (transferMatrix K (u * Complex.I)).det := by
    have h1 := (eq_div_iff hw0).mp ha
    rw [det_transferMatrix]
    linear_combination h1
  rw [ringZ, trace_pow_eq _ a (w * a) hs hp, mul_pow, hw]
  ring

/-- For antiferromagnetic coupling, every zero of the ring partition function has
`cos (Im h) = 0`. -/
theorem cos_im_eq_zero {K : ℝ} (hK : K < 0) {n : ℕ} (hn : n ≠ 0) {h : ℂ}
    (hz : ringZ K h n = 0) : Real.cos h.im = 0 := by
  obtain ⟨a, b, hs, hp⟩ := exists_roots (transferMatrix K h).trace (transferMatrix K h).det
  rw [ringZ, trace_pow_eq _ a b hs hp] at hz
  rw [det_transferMatrix] at hp
  have hre := re_add_eq_zero (det_neg hK) hn hp hz
  rw [hs, trace_transferMatrix, Complex.re_ofReal_mul, cosh_cartesian] at hre
  simp only [Complex.add_re, Complex.ofReal_re, Complex.re_ofReal_mul, Complex.I_re,
    mul_zero, add_zero] at hre
  have h1 := (mul_eq_zero.mp hre).resolve_left (by positivity)
  exact (mul_eq_zero.mp h1).resolve_left (Real.cosh_pos _).ne'

/-- For `K < 0` and an even, positive number of spins, the ring partition function vanishes at some
complex field, and every such field has nonzero real part and `cos (Im h) = 0`. -/
theorem lee_yang_circle_fails {K : ℝ} (hK : K < 0) {n : ℕ} (hn : n ≠ 0) (he : Even n) :
    (∃ h : ℂ, ringZ K h n = 0) ∧
      ∀ h : ℂ, ringZ K h n = 0 → h.re ≠ 0 ∧ Real.cos h.im = 0 := by
  refine ⟨exists_zero K hn, fun h hz => ?_⟩
  have hc := cos_im_eq_zero hK hn hz
  refine ⟨fun hx => ?_, hc⟩
  -- on the imaginary axis the eigenvalues would be opposite, and even powers would add up
  have hcosh : Complex.cosh h = 0 := by
    rw [cosh_cartesian, hc, hx]
    simp
  obtain ⟨a, b, hs, hp⟩ := exists_roots (transferMatrix K h).trace (transferMatrix K h).det
  rw [ringZ, trace_pow_eq _ a b hs hp] at hz
  rw [trace_transferMatrix, hcosh, mul_zero] at hs
  rw [eq_neg_of_add_eq_zero_right hs, he.neg_pow] at hz
  have ha : a ^ n = 0 := by linear_combination (1 / 2 : ℂ) * hz
  rw [eq_zero_of_pow_eq_zero ha, zero_mul, det_transferMatrix] at hp
  exact (det_neg hK).ne (Complex.ofReal_eq_zero.mp hp.symm)

/-- For two spins and `K < 0`, the zeros are exactly the fields with `cos (Im h) = 0` and
`cosh (2 Re h) = exp (-4K)`. -/
theorem two_site_zeros {K : ℝ} (hK : K < 0) (h : ℂ) :
    ringZ K h 2 = 0 ↔ Real.cos h.im = 0 ∧ Real.cosh (2 * h.re) = Real.exp (-4 * K) := by
  have value : Real.cos h.im = 0 → ringZ K h 2 =
      ((2 * Real.exp (-(2 * K)) - 2 * Real.exp (2 * K) * Real.cosh (2 * h.re) : ℝ) : ℂ) := by
    intro hc
    have hsin : Real.sin h.im ^ 2 = 1 := by
      have h1 := Real.sin_sq_add_cos_sq h.im
      rw [hc] at h1
      linarith
    have key : ∀ S s : ℝ, s ^ 2 = 1 →
        (((S * s : ℝ) : ℂ) * Complex.I) ^ 2 = ((-(S ^ 2) : ℝ) : ℂ) := by
      intro S s h1
      rw [mul_pow, Complex.I_sq, ← Complex.ofReal_pow, mul_pow, h1]
      push_cast
      ring
    have hsq : Complex.cosh h ^ 2 = ((-(Real.sinh h.re ^ 2) : ℝ) : ℂ) := by
      rw [cosh_cartesian, hc, mul_zero, Complex.ofReal_zero, zero_add, key _ _ hsin]
    obtain ⟨a, b, hs, hp⟩ := exists_roots (transferMatrix K h).trace (transferMatrix K h).det
    have h2 : a ^ 2 + b ^ 2 = (a + b) ^ 2 - 2 * (a * b) := by ring
    have hE : Real.exp (2 * K) = Real.exp K ^ 2 := by rw [two_mul, Real.exp_add, pow_two]
    have hreal : (2 * Real.exp K) ^ 2 * (-(Real.sinh h.re ^ 2))
        - 2 * (Real.exp (2 * K) - Real.exp (-(2 * K)))
        = 2 * Real.exp (-(2 * K)) - 2 * Real.exp (2 * K) * Real.cosh (2 * h.re) := by
      rw [Real.cosh_two_mul, Real.cosh_sq, hE]
      ring
    rw [ringZ, trace_pow_eq _ a b hs hp, h2, hs, hp, trace_transferMatrix,
      det_transferMatrix, mul_pow, hsq, ← hreal]
    simp only [Complex.ofReal_sub, Complex.ofReal_mul, Complex.ofReal_pow, Complex.ofReal_ofNat]
  have hexp : Real.exp (-(2 * K)) = Real.exp (2 * K) * Real.exp (-4 * K) := by
    rw [← Real.exp_add]; congr 1; ring
  constructor
  · intro hz
    have hc := cos_im_eq_zero hK two_ne_zero hz
    rw [value hc, Complex.ofReal_eq_zero] at hz
    exact ⟨hc, mul_left_cancel₀ (Real.exp_pos (2 * K)).ne' (by linarith)⟩
  · rintro ⟨hc, hx⟩
    rw [value hc, Complex.ofReal_eq_zero, hx, hexp]
    ring

/-- For an odd number of spins the purely imaginary field `h = iπ/2` is a zero at every
coupling. -/
theorem odd_ring_imaginary_zero (K : ℝ) {n : ℕ} (ho : Odd n) :
    ringZ K ((Real.pi : ℂ) / 2 * Complex.I) n = 0 := by
  obtain ⟨a, b, hs, hp⟩ := exists_roots
    (transferMatrix K ((Real.pi : ℂ) / 2 * Complex.I)).trace
    (transferMatrix K ((Real.pi : ℂ) / 2 * Complex.I)).det
  rw [ringZ, trace_pow_eq _ a b hs hp]
  rw [trace_transferMatrix, Complex.cosh_mul_I, Complex.cos_pi_div_two, mul_zero] at hs
  rw [eq_neg_of_add_eq_zero_right hs, ho.neg_pow, add_neg_cancel]

end

end AntiferromagneticLeeYang
```

```lean
#print axioms AntiferromagneticLeeYang.lee_yang_circle_fails
#print axioms AntiferromagneticLeeYang.two_site_zeros
#print axioms AntiferromagneticLeeYang.odd_ring_imaginary_zero
```

```
'AntiferromagneticLeeYang.lee_yang_circle_fails' depends on axioms: [propext, Classical.choice, Quot.sound]
'AntiferromagneticLeeYang.two_site_zeros' depends on axioms: [propext, Classical.choice, Quot.sound]
'AntiferromagneticLeeYang.odd_ring_imaginary_zero' depends on axioms: [propext, Classical.choice, Quot.sound]
```

## How the proof is organised

`trace_pow_eq` proves the trace formula by induction on two consecutive powers at once, as the recurrence requires. `trace_transferMatrix` and `det_transferMatrix` compute $a+b$ and $ab$, `det_neg` gives $D<0$, and `exists_roots` supplies $a,b$ by the quadratic formula.

`re_add_eq_zero` carries out the modulus argument in real and imaginary parts. Its step `hfac` is $(|a|^2-D)(|a|^2+D)=0$; the first factor is positive, so $|a|^2=-D$, and `hfin` then gives $D\operatorname{Re}(a+b)=0$. With `cosh_cartesian`, which splits $\cosh h$ into real and imaginary parts, `cos_im_eq_zero` turns this into $\cos y=0$ for every positive $n$, odd or even.

`exists_zero` follows the construction with $w$, for any real $K$; it writes $h=ui$ and uses surjectivity of the cosine. The main theorem adds the contradiction at $x=0$, where `he.neg_pow` replaces $(-a)^n$ by $a^n$.

In `two_site_zeros`, the intermediate fact `value` is the displayed formula for $Z_2$, used in both directions of the equivalence. `odd_ring_imaginary_zero` is the odd-ring cancellation.
